# The Bikerman capacitance lies below its zero-potential limit at every nonzero potential exactly when g ≥ 1/3

## An electrode in a crowded electrolyte

A planar electrode in a salt solution attracts a diffuse layer of counterions. For point ions in a symmetric monovalent salt, mean-field theory gives a differential capacitance (the slope of surface charge against potential) that grows as $\cosh(u/2)$, where $u$ is the electrode potential relative to the bulk in units of $k_BT/e$. Real ions take up space, and crowding lowers the capacitance at large $|u|$. Does it first rise as the electrode is charged, or fall from the start?

The Bikerman model describes crowding in a symmetric monovalent electrolyte by one packing parameter $g$, the fraction of the bulk volume occupied by ions, so physically $0<g\le 1$. With lengths in Debye lengths and charge density in units of $2ec_0$, where $c_0$ is the bulk concentration of each ion, the screening charge density at a point where the local potential is $u$ has magnitude $|\sinh u|/(1+x)$, where
$$x = 2g\sinh^2(u/2).$$
Integrating the Poisson equation once from the bulk to the electrode, where $u$ is again the electrode potential, gives the magnitude of the surface charge,
$$\sigma(u)=\sqrt{\tfrac{2}{g}\ln(1+x)}.$$

Size-modified continuum electrolytes also appear in electronic-structure calculations of electrodes, where the results below can test the diffuse-layer response of an implementation of the planar Bikerman model with constant permittivity.

## What is proved

Let
$$C(u)=\frac{\cosh(u/2)}{1+x}\sqrt{\frac{x}{\ln(1+x)}} .$$
For every real $g>0$:

- `hasDerivAt_charge`: at each $u>0$, $\sigma$ has derivative $C(u)$.
- `tendsto_capacitance_curvature`: $(C(u)-1)/u^2\to(1-3g)/8$ as $u\to0$.
- `one_lt_capacitance_near_zero`: if $g<1/3$, then $C(u)>1$ for all sufficiently small nonzero $u$.
- `capacitance_lt_one_iff`: $C(u)<1$ for all $u\ne0$ if and only if $g\ge1/3$.

In the file, `crowding`, `charge` and `capacitance` are $x$, $\sigma$ and $C$, all real and dimensionless; capacitance is measured in units of the Debye value, permittivity over Debye length. The filter `𝓝[≠] 0` means that $u$ approaches zero without equalling it, and `∀ᶠ` means "for all $u$ close enough". Zero is left out because the formula for $C$ reads $0/0$ there. Since `charge` is a magnitude, its slope at negative potential is $-C$, which is why the derivative is stated for $u>0$.

The file starts from the closed formula for $\sigma$; the Poisson equation and its boundary conditions are not formalised. A compact Stern layer, unequal ion sizes and ion correlations are absent from the model.

## From the charge to the curvature

Since $x'=2g\sinh(u/2)\cosh(u/2)=g\sinh u$, differentiating $\sigma^2/2=\ln(1+x)/g$ gives
$$\sigma\sigma'=\frac{\sinh u}{1+x}.$$
For $u>0$, the definitions of $x$ and $\sigma$ give $\sqrt{x/\ln(1+x)}=2\sinh(u/2)/\sigma$. With $\sinh u=2\sinh(u/2)\cosh(u/2)$, division by $\sigma$ yields $\sigma'=C$.

Next, $\cosh^2(u/2)=1+x/(2g)$, so
$$C^2=\frac{(1+x/(2g))\,x}{(1+x)^2\ln(1+x)}.$$
Write $\ln(1+x)=x(1+xm)$ with $m=(\ln(1+x)-x)/x^2$, which tends to $-1/2$ as $x\to0$. Then
$$\frac{C^2-1}{x}=\frac{\frac1{2g}-2-m-x(2m+1+xm)}{(1+x)^2(1+xm)}\to\frac1{2g}-\frac32=\frac{1-3g}{2g}.$$
Thus $C^2\to1$, and $C\to1$ because $C\ge0$. Also $x/u^2\to g/2$. Therefore
$$\frac{C-1}{u^2}=\frac{C^2-1}{x}\,\frac{x}{u^2}\,\frac1{C+1}\to\frac{1-3g}{2g}\cdot\frac g2\cdot\frac12=\frac{1-3g}{8}.$$
For $g<1/3$ this limit is positive, hence $C>1$ near zero.

## The bound at every potential

At $g=1/3$ the quadratic coefficient vanishes, so the sign needs another argument. Let
$$F(x)=\ln(1+x)-\frac{x(1+\frac32x)}{(1+x)^2}.$$
Then $F(0)=0$ and
$$F'(x)=\frac1{1+x}-\frac{1+2x}{(1+x)^3}=\frac{x^2}{(1+x)^3},$$
so $F(x)>0$ for $x>0$. If $g\ge1/3$, then $x/(2g)\le\frac32x$, and
$$C^2\le\frac{x(1+\frac32x)}{(1+x)^2\ln(1+x)}<1.$$
If $g<1/3$, the values above one near zero violate the bound, which gives the equivalence.

The same $F$ also shows how flat the marginal maximum is. At $g=1/3$, $1-C^2=F(x)/\ln(1+x)$; with $F(x)\approx x^3/3$ and $x\approx u^2/6$, expansion by hand gives $C\approx1-u^4/216$.

## The Lean file

```lean
import Mathlib

open Filter Topology

namespace BikermanCapacitance

noncomputable section

/-- The crowding variable `x = 2 g sinh² (u/2)` at reduced potential `u` and packing
parameter `g`. -/
def crowding (g u : ℝ) : ℝ := 2 * g * Real.sinh (u / 2) ^ 2

/-- Magnitude of the reduced surface charge of a Bikerman double layer, for `g > 0`. -/
def charge (g u : ℝ) : ℝ := √(2 / g * Real.log (1 + crowding g u))

/-- The closed formula for the reduced differential capacitance, for `g > 0` and `u ≠ 0`. -/
def capacitance (g u : ℝ) : ℝ :=
  Real.cosh (u / 2) * √(crowding g u / Real.log (1 + crowding g u)) / (1 + crowding g u)

/-- For `g > 0` the crowding variable is positive at every nonzero potential. -/
theorem crowding_pos {g u : ℝ} (hg : 0 < g) (hu : u ≠ 0) : 0 < crowding g u := by
  have h : Real.sinh (u / 2) ≠ 0 := by
    intro h0
    have h1 := Real.sinh_eq_zero.mp h0
    exact hu (by linarith)
  exact mul_pos (mul_pos two_pos hg)
    (lt_of_le_of_ne (sq_nonneg _) (Ne.symm (pow_ne_zero 2 h)))

/-- The rate of change of the crowding variable with potential. -/
theorem hasDerivAt_crowding (g u : ℝ) :
    HasDerivAt (crowding g) (2 * g * Real.sinh (u / 2) * Real.cosh (u / 2)) u := by
  have h1 : HasDerivAt (fun v : ℝ => v / 2) (1 / 2) u := (hasDerivAt_id' u).div_const 2
  have hf : crowding g = fun v => 2 * g * (Real.sinh (v / 2) * Real.sinh (v / 2)) := by
    funext v
    unfold crowding
    ring
  rw [hf]
  exact ((h1.sinh.fun_mul h1.sinh).const_mul (2 * g)).congr_deriv (by ring)

/-- Half the squared surface charge changes with potential at the rate `sinh u / (1 + x)`, whose
absolute value is the magnitude of the Bikerman screening charge density. -/
theorem hasDerivAt_half_charge_sq {g : ℝ} (hg : 0 < g) (u : ℝ) :
    HasDerivAt (fun v => charge g v ^ 2 / 2) (Real.sinh u / (1 + crowding g u)) u := by
  have hx : ∀ v, 0 ≤ crowding g v := fun v => by unfold crowding; positivity
  have hfun : (fun v => charge g v ^ 2 / 2) =
      fun v => 1 / g * Real.log (1 + crowding g v) := by
    funext v
    have hl : 0 ≤ Real.log (1 + crowding g v) := Real.log_nonneg (by linarith [hx v])
    unfold charge
    rw [Real.sq_sqrt (mul_nonneg (by positivity) hl)]
    ring
  have hne : 1 + crowding g u ≠ 0 := (by linarith [hx u] : 0 < 1 + crowding g u).ne'
  have hs : Real.sinh u = 2 * Real.sinh (u / 2) * Real.cosh (u / 2) := by
    rw [← Real.sinh_two_mul]
    congr 1
    ring
  have h1 : HasDerivAt (fun v => 1 + crowding g v)
      (2 * g * Real.sinh (u / 2) * Real.cosh (u / 2)) u :=
    (hasDerivAt_crowding g u).const_add 1
  rw [hfun]
  refine ((h1.log hne).const_mul (1 / g)).congr_deriv ?_
  rw [hs]
  field_simp

/-- At positive potential the derivative of the surface charge is the closed capacitance
formula. -/
theorem hasDerivAt_charge {g u : ℝ} (hg : 0 < g) (hu : 0 < u) :
    HasDerivAt (charge g) (capacitance g u) u := by
  have hx := crowding_pos hg hu.ne'
  have hL : 0 < Real.log (1 + crowding g u) := Real.log_pos (by linarith)
  have hc : 0 < charge g u := Real.sqrt_pos.mpr (mul_pos (by positivity) hL)
  have hsinh : 0 < Real.sinh (u / 2) := Real.sinh_pos_iff.mpr (by linarith)
  have hroot : ∀ v, √(2 * (charge g v ^ 2 / 2)) = charge g v := by
    intro v
    rw [show 2 * (charge g v ^ 2 / 2) = charge g v ^ 2 by ring]
    exact Real.sqrt_sq (Real.sqrt_nonneg _)
  have h := ((hasDerivAt_half_charge_sq hg u).const_mul 2).sqrt (by positivity)
  simp only [hroot] at h
  -- the square root in the capacitance is `2 sinh (u/2)` divided by the charge
  have hB : √(crowding g u / Real.log (1 + crowding g u)) =
      2 * Real.sinh (u / 2) / charge g u := by
    rw [eq_div_iff hc.ne']
    have e1 : crowding g u / Real.log (1 + crowding g u) *
        (2 / g * Real.log (1 + crowding g u)) = crowding g u * (2 / g) := by
      field_simp
    have e2 : crowding g u * (2 / g) = (2 * Real.sinh (u / 2)) ^ 2 := by
      have hgi : g * g⁻¹ = 1 := mul_inv_cancel₀ hg.ne'
      unfold crowding
      linear_combination 4 * Real.sinh (u / 2) ^ 2 * hgi
    unfold charge
    rw [← Real.sqrt_mul (div_nonneg hx.le hL.le), e1, e2, Real.sqrt_sq (by positivity)]
  have hs : Real.sinh u = 2 * Real.sinh (u / 2) * Real.cosh (u / 2) := by
    rw [← Real.sinh_two_mul]
    congr 1
    ring
  refine h.congr_deriv ?_
  unfold capacitance
  rw [hB, hs]
  field_simp

/-- The squared capacitance in terms of the crowding variable and `g`, for `g > 0` and `u ≠ 0`. -/
theorem capacitance_sq {g u : ℝ} (hg : 0 < g) (hu : u ≠ 0) :
    capacitance g u ^ 2 = (1 + crowding g u / (2 * g)) *
      (crowding g u / Real.log (1 + crowding g u)) / (1 + crowding g u) ^ 2 := by
  have hx := crowding_pos hg hu
  have hL : 0 < Real.log (1 + crowding g u) := Real.log_pos (by linarith)
  have hs : Real.sinh (u / 2) ^ 2 = crowding g u / (2 * g) := by
    rw [eq_div_iff (by positivity)]
    unfold crowding
    ring
  unfold capacitance
  rw [div_pow, mul_pow, Real.sq_sqrt (div_nonneg hx.le hL.le), Real.cosh_sq, hs,
    add_comm (crowding g u / (2 * g)) 1]

/-- The second-order coefficient of `log (1 + x)` at `x = 0` is `-1/2`. -/
theorem tendsto_log_second_order :
    Tendsto (fun x : ℝ => (Real.log (1 + x) - x) / x ^ 2) (𝓝[≠] 0) (𝓝 (-1 / 2)) := by
  have hlim : Tendsto (fun x : ℝ => 2 * |x|) (𝓝[≠] 0) (𝓝 0) := by
    have h : Continuous fun x : ℝ => 2 * |x| := continuous_const.mul continuous_abs
    have h0 : Tendsto (fun x : ℝ => 2 * |x|) (𝓝 0) (𝓝 0) := by simpa using h.tendsto 0
    exact h0.mono_left nhdsWithin_le_nhds
  rw [tendsto_iff_norm_sub_tendsto_zero]
  refine squeeze_zero' (Eventually.of_forall fun _ => norm_nonneg _) ?_ hlim
  filter_upwards [self_mem_nhdsWithin, nhdsWithin_le_nhds
    (Ioo_mem_nhds (show (-1 / 2 : ℝ) < 0 by norm_num) (show (0 : ℝ) < 1 / 2 by norm_num))]
    with x hx hx2
  have hx0 : x ≠ 0 := hx
  have h2 : x ^ 2 ≠ 0 := pow_ne_zero 2 hx0
  have habs : |x| < 1 / 2 := abs_lt.mpr ⟨by linarith [hx2.1], hx2.2⟩
  -- Taylor remainder of the logarithm
  have hb := Real.abs_log_sub_add_sum_range_le (x := -x) (by rw [abs_neg]; linarith) 2
  have e : (∑ i ∈ Finset.range 2, (-x) ^ (i + 1) / ((i : ℝ) + 1)) + Real.log (1 - -x) =
      Real.log (1 + x) - x + x ^ 2 / 2 := by
    rw [Finset.sum_range_succ, Finset.sum_range_one, sub_neg_eq_add]
    push_cast
    ring
  rw [e, abs_neg] at hb
  have e2 : (Real.log (1 + x) - x) / x ^ 2 - (-1 / 2) =
      (Real.log (1 + x) - x + x ^ 2 / 2) / x ^ 2 := by
    rw [eq_div_iff h2, sub_mul, div_mul_cancel₀ _ h2]
    ring
  rw [Real.norm_eq_abs, e2, abs_div, abs_of_pos (by positivity : 0 < x ^ 2),
    div_le_iff₀ (by positivity)]
  refine hb.trans ?_
  have h3 : 0 ≤ |x| ^ 3 * (1 / 2 - |x|) :=
    mul_nonneg (pow_nonneg (abs_nonneg x) 3) (sub_nonneg.mpr habs.le)
  have hs : |x| ^ 2 = x ^ 2 := sq_abs x
  have hfin : |x| ^ 3 ≤ 2 * |x| * x ^ 2 * (1 - |x|) := by
    rw [← hs]
    linarith [h3]
  rw [div_le_iff₀ (by linarith)]
  exact hfin

/-- For `g > 0`, the capacitance minus one, divided by `u²`, tends to `(1 - 3 g) / 8` as `u` tends
to zero through nonzero values. -/
theorem tendsto_capacitance_curvature {g : ℝ} (hg : 0 < g) :
    Tendsto (fun u => (capacitance g u - 1) / u ^ 2) (𝓝[≠] 0) (𝓝 ((1 - 3 * g) / 8)) := by
  have hgi : g * g⁻¹ = 1 := mul_inv_cancel₀ hg.ne'
  have hx0 : Tendsto (crowding g) (𝓝[≠] 0) (𝓝 0) := by
    have h := (hasDerivAt_crowding g 0).continuousAt.tendsto
    have h0 : crowding g 0 = 0 := by simp [crowding]
    rw [h0] at h
    exact h.mono_left nhdsWithin_le_nhds
  have hxne : Tendsto (crowding g) (𝓝[≠] 0) (𝓝[≠] 0) := by
    refine tendsto_nhdsWithin_iff.mpr ⟨hx0, ?_⟩
    filter_upwards [self_mem_nhdsWithin] with u hu
    exact (crowding_pos hg hu).ne'
  have hm : Tendsto (fun u => (Real.log (1 + crowding g u) - crowding g u) /
      crowding g u ^ 2) (𝓝[≠] 0) (𝓝 (-1 / 2)) := tendsto_log_second_order.comp hxne
  have alg : ∀ x m : ℝ, x ≠ 0 → 1 + x ≠ 0 → 1 + x * m ≠ 0 →
      (1 / (2 * g) - 2 - m - x * (2 * m + 1 + x * m)) / ((1 + x) ^ 2 * (1 + x * m)) =
      ((1 + x / (2 * g)) * (x / (x * (1 + x * m))) / (1 + x) ^ 2 - 1) / x := by
    intro x m h1 h2 h3
    generalize hw : 1 + x * m = w at h3 ⊢
    field_simp
    rw [← hw]
    ring
  -- first-order change of the squared capacitance in the crowding variable
  have hratio : Tendsto (fun u => (capacitance g u ^ 2 - 1) / crowding g u) (𝓝[≠] 0)
      (𝓝 ((1 - 3 * g) / (2 * g))) := by
    have hnum := ((tendsto_const_nhds (x := 1 / (2 * g) - 2)).sub hm).sub
      (hx0.mul (((hm.const_mul 2).add_const 1).add (hx0.mul hm)))
    have hden := ((hx0.const_add 1).pow 2).mul ((hx0.mul hm).const_add 1)
    have hR := hnum.div hden (by norm_num)
    have key : (1 / (2 * g) - 2 - (-1 / 2) - 0 * (2 * (-1 / 2) + 1 + 0 * (-1 / 2))) /
        ((1 + 0) ^ 2 * (1 + 0 * (-1 / 2))) = (1 - 3 * g) / (2 * g) := by
      linear_combination (3 / 2) * hgi
    rw [key] at hR
    refine hR.congr' ?_
    filter_upwards [self_mem_nhdsWithin] with u hu
    have hx := crowding_pos hg hu
    have hLpos : 0 < Real.log (1 + crowding g u) := Real.log_pos (by linarith)
    have hmm := div_mul_cancel₀ (Real.log (1 + crowding g u) - crowding g u)
      (pow_ne_zero 2 hx.ne')
    have hL : Real.log (1 + crowding g u) = crowding g u * (1 + crowding g u *
        ((Real.log (1 + crowding g u) - crowding g u) / crowding g u ^ 2)) := by
      linear_combination -hmm
    have hne : 1 + crowding g u *
        ((Real.log (1 + crowding g u) - crowding g u) / crowding g u ^ 2) ≠ 0 := by
      intro h0
      rw [h0, mul_zero] at hL
      exact hLpos.ne' hL
    have h := alg _ _ hx.ne' (by positivity) hne
    rw [← hL] at h
    rw [capacitance_sq hg hu]
    exact h
  have hC : Tendsto (capacitance g) (𝓝[≠] 0) (𝓝 1) := by
    have h := ((hx0.mul hratio).add_const 1).sqrt
    rw [zero_mul, zero_add, Real.sqrt_one] at h
    refine h.congr' ?_
    filter_upwards [self_mem_nhdsWithin] with u hu
    have hn : 0 ≤ capacitance g u := by
      unfold capacitance crowding
      positivity
    rw [mul_div_cancel₀ _ (crowding_pos hg hu).ne', sub_add_cancel, Real.sqrt_sq hn]
  -- the crowding variable is `g u² / 2` to leading order
  have hq : Tendsto (fun u => crowding g u / u ^ 2) (𝓝[≠] 0) (𝓝 (g / 2)) := by
    have h1 : HasDerivAt (fun v : ℝ => Real.sinh (v / 2)) (1 / 2) 0 :=
      ((hasDerivAt_id' (0 : ℝ)).div_const 2).sinh.congr_deriv (by simp)
    have h2 := ((hasDerivAt_iff_tendsto_slope_zero.mp h1).pow 2).const_mul (2 * g)
    rw [show 2 * g * (1 / 2) ^ 2 = g / 2 by ring] at h2
    refine h2.congr fun u => ?_
    simp only [zero_add, zero_div, Real.sinh_zero, sub_zero, smul_eq_mul]
    unfold crowding
    ring
  have hfin := (hratio.mul hq).div (hC.add_const 1) (by norm_num)
  have key : (1 - 3 * g) / (2 * g) * (g / 2) / (1 + 1) = (1 - 3 * g) / 8 := by
    linear_combination (1 - 3 * g) / 8 * hgi
  rw [key] at hfin
  refine hfin.congr' ?_
  filter_upwards [self_mem_nhdsWithin] with u hu
  have hu0 : u ≠ 0 := hu
  have hx := (crowding_pos hg hu0).ne'
  have hp : capacitance g u + 1 ≠ 0 := by
    have hn : 0 ≤ capacitance g u := by
      unfold capacitance crowding
      positivity
    positivity
  change (capacitance g u ^ 2 - 1) / crowding g u * (crowding g u / u ^ 2) /
    (capacitance g u + 1) = (capacitance g u - 1) / u ^ 2
  field_simp
  ring

/-- For `g < 1/3` the capacitance exceeds one at all sufficiently small nonzero potentials. -/
theorem one_lt_capacitance_near_zero {g : ℝ} (hg : 0 < g) (h3 : g < 1 / 3) :
    ∀ᶠ u in 𝓝[≠] 0, 1 < capacitance g u := by
  have hpos : 0 < (1 - 3 * g) / 8 := by linarith
  filter_upwards [(tendsto_capacitance_curvature hg).eventually (eventually_gt_nhds hpos)]
    with u h
  by_contra hc
  exact absurd h (not_lt_of_ge
    (div_nonpos_of_nonpos_of_nonneg (by linarith [not_lt.mp hc]) (sq_nonneg u)))

/-- A lower bound on the logarithm, valid for every positive `x`. -/
theorem log_lower_bound {x : ℝ} (hx : 0 < x) :
    x * (1 + 3 / 2 * x) < (1 + x) ^ 2 * Real.log (1 + x) := by
  have hd : ∀ t : ℝ, 0 ≤ t → HasDerivAt
      (fun s : ℝ => Real.log (1 + s) - s * (1 + 3 / 2 * s) / ((1 + s) * (1 + s)))
      (t ^ 2 / (1 + t) ^ 3) t := by
    intro t ht
    have hne : 1 + t ≠ 0 := by positivity
    have h1 : HasDerivAt (fun s : ℝ => 1 + s) 1 t := (hasDerivAt_id' t).const_add 1
    have hN : HasDerivAt (fun s : ℝ => s * (1 + 3 / 2 * s)) (1 + 3 * t) t :=
      ((hasDerivAt_id' t).fun_mul
        (((hasDerivAt_id' t).const_mul (3 / 2)).const_add 1)).congr_deriv (by ring)
    have hD : HasDerivAt (fun s : ℝ => (1 + s) * (1 + s)) (2 * (1 + t)) t :=
      (h1.fun_mul h1).congr_deriv (by ring)
    refine ((h1.log hne).fun_sub (hN.fun_div hD (mul_ne_zero hne hne))).congr_deriv ?_
    field_simp
    ring
  have hmono := strictMonoOn_of_deriv_pos (convex_Ici (0 : ℝ))
    (fun t ht => (hd t ht).continuousAt.continuousWithinAt) (fun t ht => by
      rw [interior_Ici] at ht
      have ht0 : 0 < t := ht
      rw [(hd t ht0.le).deriv]
      positivity)
  have h : Real.log (1 + 0) - 0 * (1 + 3 / 2 * 0) / ((1 + 0) * (1 + 0)) <
      Real.log (1 + x) - x * (1 + 3 / 2 * x) / ((1 + x) * (1 + x)) :=
    hmono (Set.mem_Ici.mpr (le_refl (0 : ℝ))) (Set.mem_Ici.mpr hx.le) hx
  have h0 : Real.log (1 + 0) - 0 * (1 + 3 / 2 * 0) / ((1 + 0) * (1 + 0)) = 0 := by norm_num

  rw [h0, sub_pos, div_lt_iff₀ (by positivity)] at h
  linarith

/-- For `g > 0`, the capacitance lies below one at every nonzero potential exactly when `g ≥ 1/3`.
-/
theorem capacitance_lt_one_iff {g : ℝ} (hg : 0 < g) :
    (∀ u, u ≠ 0 → capacitance g u < 1) ↔ 1 / 3 ≤ g := by
  constructor
  · intro h
    by_contra hc
    obtain ⟨u, h1, hu⟩ := ((one_lt_capacitance_near_zero hg (not_le.mp hc)).and
      eventually_mem_nhdsWithin).exists
    exact lt_asymm h1 (h u hu)
  · intro h3 u hu
    have hx := crowding_pos hg hu
    have hL : 0 < Real.log (1 + crowding g u) := Real.log_pos (by linarith)
    have hq : crowding g u / (2 * g) ≤ 3 / 2 * crowding g u := by
      rw [div_le_iff₀ (by positivity)]
      nlinarith [mul_nonneg hx.le (sub_nonneg.mpr h3)]
    have hsq : capacitance g u ^ 2 < 1 := by
      rw [capacitance_sq hg hu, div_lt_one (by positivity), ← mul_div_assoc,
        div_lt_iff₀ hL]
      nlinarith [mul_le_mul_of_nonneg_right hq hx.le, log_lower_bound hx]
    nlinarith

end

end BikermanCapacitance
```

```lean
#print axioms BikermanCapacitance.hasDerivAt_charge
-- 'BikermanCapacitance.hasDerivAt_charge' depends on axioms: [propext, Classical.choice, Quot.sound]
#print axioms BikermanCapacitance.capacitance_lt_one_iff
-- 'BikermanCapacitance.capacitance_lt_one_iff' depends on axioms: [propext, Classical.choice, Quot.sound]
```

## How the proof follows the derivation

`hasDerivAt_half_charge_sq` differentiates $\sigma^2/2=\ln(1+x)/g$. `hasDerivAt_charge` then differentiates the square root of twice that function, and its step `hB` is the identity $\sqrt{x/\ln(1+x)}=2\sinh(u/2)/\sigma$.

`capacitance_sq` expresses $C^2$ through $x$. The limit of $m$ is `tendsto_log_second_order`: Mathlib's Taylor remainder bounds the error in $m$ by $|x|/(1-|x|)$, which is at most $2|x|$ for $|x|<1/2$, and a squeeze finishes the argument.

In `tendsto_capacitance_curvature`, `hxne` shows that $x$ tends to zero through nonzero values, so the logarithm's limit can be composed with `crowding`. The identity `alg` is the displayed fraction for $(C^2-1)/x$. The limits `hratio`, `hC` and `hq` are those of $(C^2-1)/x$, $C$ and $x/u^2$; the last comes from the slope of $\sinh(u/2)$ at zero. `hfin` combines them.

`log_lower_bound` obtains $F(x)>0$ from `strictMonoOn_of_deriv_pos`, which needs a positive derivative only in the interior of $[0,\infty)$, so $F'(0)=0$ does no harm. In `capacitance_lt_one_iff`, the forward direction picks a small nonzero $u$ with $C(u)>1$ and reaches a contradiction; the reverse direction proves $C^2<1$ from the logarithm bound and deduces $C<1$.
